# A cubic error bound for the quadratic approximation to a uniform sphere's scattering amplitude

In the first Born approximation, the scattering amplitude of a uniform sphere, normalised to one in the forward direction, is 3(sin x − x cos x)/x³, where x is the magnitude of the scattering vector times the radius. The theorem states that for 0 < x ≤ 1 this amplitude differs from 1 − x²/10 by at most 5x³/192. The attempt clears the denominator and, for each sign of the error, adds 5x⁶/576 to form a function that vanishes at zero. It then tries to show that both functions are monotone on [0, 1], by bounding their derivatives below with Mathlib's estimate for the sine.

An attempt in Lean 4 with a fault in it:

```lean
import Mathlib

open Filter Topology

namespace SphereAmplitudeBound

noncomputable section

/-- Scattering amplitude of a uniform sphere, normalised to one in the forward direction, as a
function of `x`, the magnitude of the scattering vector times the radius. -/
def sphereAmplitude (x : ℝ) : ℝ :=
  if x = 0 then 1 else 3 * (Real.sin x - x * Real.cos x) / x ^ 3

/-- For `0 < x ≤ 1` the sphere amplitude differs from `1 - x²/10` by at most `5x³/192`. -/
theorem sphereAmplitude_bound {x : ℝ} (hx : 0 < x) (hx1 : x ≤ 1) :
    |sphereAmplitude x - (1 - x ^ 2 / 10)| ≤ 5 / 192 * x ^ 3 := by
  -- both signs of the error are controlled by a monotone function vanishing at zero
  have key : ∀ s : ℝ, (s = 1 ∨ s = -1) → 0 ≤ 5 / 576 * x ^ 6 +
      s * (Real.sin x - x * Real.cos x - (x ^ 3 / 3 - x ^ 5 / 30)) := by
    intro s hs
    have hd : ∀ y : ℝ, HasDerivAt (fun y : ℝ => 5 / 576 * y ^ 6 +
        s * (Real.sin y - y * Real.cos y - (y ^ 3 / 3 - y ^ 5 / 30)))
        (5 / 96 * y ^ 5 + s * (y * Real.sin y - (y ^ 2 - y ^ 4 / 6))) y := by
      intro y
      refine HasDerivAt.congr_deriv (((hasDerivAt_pow 6 y).const_mul (5 / 576)).fun_add
        ((((Real.hasDerivAt_sin y).fun_sub
          ((hasDerivAt_id' y).fun_mul (Real.hasDerivAt_cos y))).fun_sub
          (((hasDerivAt_pow 3 y).div_const 3).fun_sub
            ((hasDerivAt_pow 5 y).div_const 30))).const_mul s)) ?_
      push_cast
      ring
    have hm := monotoneOn_of_deriv_nonneg (convex_Icc (0 : ℝ) 1)
      (fun y _ => (hd y).continuousAt.continuousWithinAt)
      (fun y _ => (hd y).differentiableAt.differentiableWithinAt)
      (fun y hy => by
        rw [interior_Icc] at hy
        rw [(hd y).deriv]
        have b := Real.sin_bound (x := y) (by rw [abs_of_pos hy.1]; exact hy.2.le)
        rw [abs_of_pos hy.1] at b
        have b1 := mul_nonneg hy.1.le (sub_nonneg.2 (abs_le.1 b).1)
        have b2 := mul_nonneg hy.1.le (sub_nonneg.2 (abs_le.1 b).2)
        rcases hs with rfl | rfl <;> nlinarith [b1, b2])
    refine le_trans (le_of_eq ?_) (hm ⟨le_rfl, zero_le_one⟩ ⟨hx.le, hx1⟩ hx.le)
    simp
  have h1 := key 1 (Or.inl rfl)
  have h2 := key (-1) (Or.inr rfl)
  have h3 : 0 < x ^ 3 := by positivity
  have e : sphereAmplitude x - (1 - x ^ 2 / 10) =
      3 * (Real.sin x - x * Real.cos x - (x ^ 3 / 3 - x ^ 5 / 30)) / x ^ 3 := by
    rw [sphereAmplitude, if_neg hx.ne', eq_div_iff h3.ne']
    have d := div_mul_cancel₀ (3 * (Real.sin x - x * Real.cos x)) h3.ne'
    linear_combination d
  rw [e, abs_div, abs_of_pos h3, div_le_iff₀ h3, abs_le]
  constructor <;> nlinarith [h1, h2]

end

end SphereAmplitudeBound
```

Messages:

```
Main.lean:42:37: error: linarith failed to find a contradiction
case inl
x : ℝ
hx : 0 < x
hx1 : x ≤ 1
y : ℝ
hy : y ∈ Set.Ioo 0 1
b : |Real.sin y - (y - y ^ 3 / 6)| ≤ y ^ 5 / 100
b1 : 0 ≤ y * (Real.sin y - (y - y ^ 3 / 6) - -(y ^ 5 / 100))
b2 : 0 ≤ y * (y ^ 5 / 100 - (Real.sin y - (y - y ^ 3 / 6)))
hd :
  ∀ (y : ℝ),
    HasDerivAt (fun y => 5 / 576 * y ^ 6 + 1 * (Real.sin y - y * Real.cos y - (y ^ 3 / 3 - y ^ 5 / 30)))
      (5 / 96 * y ^ 5 + 1 * (y * Real.sin y - (y ^ 2 - y ^ 4 / 6))) y
a✝ : 5 / 96 * y ^ 5 + 1 * (y * Real.sin y - (y ^ 2 - y ^ 4 / 6)) < 0
⊢ False
failed
Main.lean:42:37: error: linarith failed to find a contradiction
case inr
x : ℝ
hx : 0 < x
hx1 : x ≤ 1
y : ℝ
hy : y ∈ Set.Ioo 0 1
b : |Real.sin y - (y - y ^ 3 / 6)| ≤ y ^ 5 / 100
b1 : 0 ≤ y * (Real.sin y - (y - y ^ 3 / 6) - -(y ^ 5 / 100))
b2 : 0 ≤ y * (y ^ 5 / 100 - (Real.sin y - (y - y ^ 3 / 6)))
hd :
  ∀ (y : ℝ),
    HasDerivAt (fun y => 5 / 576 * y ^ 6 + -1 * (Real.sin y - y * Real.cos y - (y ^ 3 / 3 - y ^ 5 / 30)))
      (5 / 96 * y ^ 5 + -1 * (y * Real.sin y - (y ^ 2 - y ^ 4 / 6))) y
a✝ : 5 / 96 * y ^ 5 + -1 * (y * Real.sin y - (y ^ 2 - y ^ 4 / 6)) < 0
⊢ False
failed
```

The change, after which it compiles:

```diff
@@ -40,5 +40,7 @@
         have b1 := mul_nonneg hy.1.le (sub_nonneg.2 (abs_le.1 b).1)
         have b2 := mul_nonneg hy.1.le (sub_nonneg.2 (abs_le.1 b).2)
-        rcases hs with rfl | rfl <;> nlinarith [b1, b2])
+        have b3 : y ^ 6 ≤ y ^ 5 := pow_le_pow_of_le_one hy.1.le hy.2.le (by norm_num)
+        have b4 : 0 < y ^ 5 := pow_pos hy.1 5
+        rcases hs with rfl | rfl <;> nlinarith [b1, b2, b3, b4])
     refine le_trans (le_of_eq ?_) (hm ⟨le_rfl, zero_le_one⟩ ⟨hx.le, hx1⟩ hx.le)
     simp
```

Diagnosis. The two errors are the same failure for the two signs, `s = 1` and `s = -1`: `nlinarith` cannot show that the derivative is nonnegative.

The term `5 / 96 * y ^ 5` in the derivative would exactly absorb a sine error of `5 / 96 * y ^ 4` once that is multiplied by `y`. But `Real.sin_bound` here gives `y ^ 5 / 100`, so `b1` and `b2` contain `y ^ 6 / 100`, and nothing cancels. What remains to be shown is that `y ^ 6 / 100` is at most `5 / 96 * y ^ 5`. That is true for `y` between 0 and 1 but not for all positive `y`, and the upper limit on `y` is only present inside `hy : y ∈ Set.Ioo 0 1`, which `nlinarith` does not unpack into inequalities.

The diff supplies what is missing. `b3` states `y ^ 6 ≤ y ^ 5`, which brings the error down to `y ^ 5 / 100`, and `b4` states that `y ^ 5` is positive, so that this is less than `5 / 96 * y ^ 5`. With both passed to `nlinarith`, each sign follows by linear arithmetic.
